# Unique orbital-energy weights at n distinct occupations that give E(1) − E(0) for every polynomial energy of degree at most n

## Do n fractional occupations fix the weights?

I empty one orbital gradually, with occupation f running from 1 to 0 and total energy E(f). By Janak's relation the Kohn–Sham orbital energy is E′(f), if the other occupations are held fixed and the calculation is self-consistent at each f, and I want E(1) − E(0) from a few orbital energies. Slater's transition state uses E′(1/2), and the generalised version uses Σ wᵢ E′(sᵢ) with weights wᵢ at occupations sᵢ. I believe that n ≥ 1 distinct occupations admit exactly one set of weights that is exact for every polynomial E of degree at most n, and that these weights sum to 1. Can this be made rigorous and machine-checked?

## The weights are integrals of Lagrange polynomials

Yes, with exactness required for every polynomial E of degree at most n. The problem is quadrature of E′, since

E(1) − E(0) = ∫₀¹ E′(f) df.

Let ℓᵢ(f) = ∏ over j ≠ i of (f − sⱼ)/(sᵢ − sⱼ), which has degree n − 1, equals 1 at sᵢ and vanishes at the other occupations. Every polynomial P of degree below n obeys P = Σ P(sᵢ) ℓᵢ, and integration gives

∫₀¹ P df = Σ λᵢ P(sᵢ),  λᵢ = ∫₀¹ ℓᵢ df.

If deg E ≤ n, then P = E′ qualifies, so the λᵢ are exact. For uniqueness, note that P = Σ pₖ fᵏ is the derivative of Σ pₖ fᵏ⁺¹/(k + 1), one degree higher. Choosing E′ = ℓⱼ, any exact weights give wⱼ = Σ wᵢ ℓⱼ(sᵢ) = ∫₀¹ ℓⱼ = λⱼ. For a rule exact up to degree d, testing with E = fᵏ⁺¹ and k < d gives (k + 1) Σ wᵢ sᵢᵏ = 1, and k = 0 is the sum rule.

One degree further, let deg E ≤ n + 1, let e be the coefficient of fⁿ⁺¹ in E, and let N(f) = ∏ (f − sᵢ). With c = (n + 1)e, the polynomial E′ − cN has degree below n and agrees with E′ at every sᵢ. The quadrature formula applied to it gives

E(1) − E(0) − Σ λᵢ E′(sᵢ) = (n + 1) e ∫₀¹ N df.

So ∫₀¹ N = 0 makes the λᵢ exact up to degree n + 1. Conversely, weights exact to that degree, tested on E′ = N, give 0 = ∫₀¹ N.

### Energies, occupations and weights in Lean

The energy is `E : ℝ[X]`, and `s w : ι → ℝ` carry a finite label type `ι` with n = `Fintype.card ι`. `ExactUpTo s w d` says that `rule s w E = energyChange E` whenever `E.natDegree ≤ d`, `lagrangeWeight` is λ, and `nodeIntegral` is ∫₀¹ N. The hypothesis `Function.Injective s` says that no occupation is sampled twice. `existsUnique_weights` states that exactly one `w` is exact up to degree n, and that any such `w` equals λ and sums to 1. `Nonempty ι` is n ≥ 1 and is used for the sum rule, since an empty sum is 0. `leading_error` and `exact_succ_iff` are the two results at degree n + 1.

The occupations are arbitrary reals, not confined to [0, 1], and the weights are not claimed to be positive. Reading E′ as an orbital energy is interpretation, since no functional or orbital appears. The result bears on estimating electron removal energies, E(0) − E(1), from fractional-occupation calculations, for one varied occupation and an energy that is a polynomial in it of degree at most n + 1; no error bound is given for other E.

```lean
import Mathlib

open Polynomial

namespace GeneralisedTransitionState

noncomputable section

variable {ι : Type*} [Fintype ι]

/-- The total-energy difference `E(1) - E(0)` between the filled and the empty orbital. -/
def energyChange (E : ℝ[X]) : ℝ := E.eval 1 - E.eval 0

/-- The orbital-energy rule `∑ wᵢ E'(sᵢ)` with occupations `s` and weights `w`. -/
def rule (s w : ι → ℝ) (E : ℝ[X]) : ℝ := ∑ i, w i * E.derivative.eval (s i)

/-- The rule reproduces `E(1) - E(0)` for every polynomial energy of degree at most `d`. -/
def ExactUpTo (s w : ι → ℝ) (d : ℕ) : Prop :=
  ∀ E : ℝ[X], E.natDegree ≤ d → rule s w E = energyChange E

/-- The integral over `[0, 1]` of the `i`-th Lagrange basis polynomial of the occupations. -/
def lagrangeWeight [DecidableEq ι] (s : ι → ℝ) (i : ι) : ℝ :=
  ∫ f in (0 : ℝ)..1, (Lagrange.basis Finset.univ s i).eval f

/-- The integral over `[0, 1]` of the node polynomial `∏ (f - sᵢ)`. -/
def nodeIntegral (s : ι → ℝ) : ℝ := ∫ f in (0 : ℝ)..1, ∏ i, (f - s i)

/-- The energy difference is the integral of the orbital energy `E'` over the occupation. -/
theorem energyChange_eq_integral (E : ℝ[X]) :
    energyChange E = ∫ f in (0 : ℝ)..1, E.derivative.eval f :=
  (intervalIntegral.integral_eq_sub_of_hasDerivAt (f := fun x => E.eval x)
    (f' := fun x => E.derivative.eval x) (fun x _ => E.hasDerivAt x)
    (E.derivative.continuous.intervalIntegrable _ _)).symm

/-- Every polynomial of degree at most `m` is the orbital energy `E'` of a polynomial energy
of degree at most `m + 1`. -/
theorem exists_energy (P : ℝ[X]) (m : ℕ) (hP : P.natDegree ≤ m) :
    ∃ E : ℝ[X], E.natDegree ≤ m + 1 ∧ E.derivative = P := by
  refine ⟨∑ k ∈ Finset.range (m + 1), monomial (k + 1) (P.coeff k / ((k : ℝ) + 1)), ?_, ?_⟩
  · apply natDegree_sum_le_of_forall_le
    intro k hk
    have hk' := Finset.mem_range.1 hk
    exact (natDegree_monomial_le _).trans (by omega)
  · rw [map_sum]
    refine Eq.trans ?_ (P.as_sum_range' (m + 1) (by omega)).symm
    refine Finset.sum_congr rfl fun k _ => ?_
    have hk : ((k : ℝ) + 1) ≠ 0 := by positivity
    rw [derivative_monomial, Nat.add_sub_cancel, Nat.cast_succ, div_mul_cancel₀ _ hk]

/-- A rule exact up to degree `d` has moments `∑ wᵢ sᵢᵏ = 1 / (k + 1)` for all `k < d`. -/
theorem moments (s w : ι → ℝ) (d k : ℕ) (hw : ExactUpTo s w d) (hk : k < d) :
    ∑ i, w i * s i ^ k = 1 / ((k : ℝ) + 1) := by
  have hd : ∀ x : ℝ, (derivative (X ^ (k + 1) : ℝ[X])).eval x = ((k : ℝ) + 1) * x ^ k := by
    intro x
    rw [derivative_X_pow]
    simp
  have h := hw (X ^ (k + 1)) (by rw [natDegree_X_pow]; omega)
  have he : energyChange (X ^ (k + 1)) = 1 := by simp [energyChange]
  rw [he] at h
  simp only [rule, hd] at h
  have hk0 : ((k : ℝ) + 1) ≠ 0 := by positivity
  rw [eq_div_iff hk0, Finset.sum_mul]
  exact Eq.trans (Finset.sum_congr rfl fun i _ => by ring) h

variable [DecidableEq ι]

/-- For `n` distinct occupations, the Lagrange weights integrate every polynomial of degree
below `n` exactly over `[0, 1]`. -/
theorem lagrange_quadrature (s : ι → ℝ) (hs : Function.Injective s) (P : ℝ[X])
    (hP : P.degree < (Fintype.card ι : ℕ)) :
    ∑ i, lagrangeWeight s i * P.eval (s i) = ∫ f in (0 : ℝ)..1, P.eval f := by
  -- `P` coincides with its interpolant through the occupations
  have h0 := Lagrange.eq_interpolate (s := Finset.univ) (v := s) (f := P) hs.injOn
    (by rw [Finset.card_univ]; exact hP)
  have h : ∀ x : ℝ,
      P.eval x = ∑ i, P.eval (s i) * (Lagrange.basis Finset.univ s i).eval x := by
    intro x
    have hx := congrArg (Polynomial.evalRingHom x) h0
    rw [Lagrange.interpolate_apply, map_sum] at hx
    simp only [coe_evalRingHom, eval_mul, eval_C] at hx
    exact hx
  have hint : ∀ i ∈ (Finset.univ : Finset ι), IntervalIntegrable
      (fun x : ℝ => P.eval (s i) * (Lagrange.basis Finset.univ s i).eval x)
      MeasureTheory.volume 0 1 := fun i _ =>
    ((Lagrange.basis Finset.univ s i).continuous.intervalIntegrable _ _).const_mul _
  calc ∑ i, lagrangeWeight s i * P.eval (s i)
      = ∑ i, ∫ f in (0 : ℝ)..1, P.eval (s i) * (Lagrange.basis Finset.univ s i).eval f := by
        refine Finset.sum_congr rfl fun i _ => ?_
        rw [intervalIntegral.integral_const_mul, lagrangeWeight, mul_comm]
    _ = ∫ f in (0 : ℝ)..1, ∑ i, P.eval (s i) * (Lagrange.basis Finset.univ s i).eval f := by
        exact (intervalIntegral.integral_finsetSum hint).symm
    _ = ∫ f in (0 : ℝ)..1, P.eval f :=
        intervalIntegral.integral_congr fun x _ => (h x).symm

/-- For `n` distinct occupations, the Lagrange weights give a rule exact up to degree `n`. -/
theorem lagrangeWeight_exact (s : ι → ℝ) (hs : Function.Injective s) :
    ExactUpTo s (lagrangeWeight s) (Fintype.card ι) := by
  intro E hE
  rw [energyChange_eq_integral, rule]
  refine lagrange_quadrature s hs _ ((degree_lt_iff_coeff_zero _ _).2 fun m hm => ?_)
  rw [coeff_derivative, coeff_eq_zero_of_natDegree_lt (by omega), zero_mul]

/-- For `n` distinct occupations, weights exact up to degree `n` are the Lagrange weights. -/
theorem weights_unique (s w : ι → ℝ) (hs : Function.Injective s)
    (hw : ExactUpTo s w (Fintype.card ι)) : w = lagrangeWeight s := by
  funext j
  have hpos : 0 < Fintype.card ι := Fintype.card_pos_iff.2 ⟨j⟩
  have hdeg := Lagrange.natDegree_basis (s := Finset.univ) (v := s) hs.injOn (Finset.mem_univ j)
  rw [Finset.card_univ] at hdeg
  -- test the rule on an energy whose derivative is the `j`-th basis polynomial
  obtain ⟨E, hE, hE'⟩ := exists_energy _ _ hdeg.le
  have h := hw E (by omega)
  rw [energyChange_eq_integral, rule, hE', Finset.sum_eq_single j,
    Lagrange.eval_basis_self hs.injOn (Finset.mem_univ j), mul_one] at h
  · exact h
  · intro i _ hij
    rw [Lagrange.eval_basis_of_ne hij.symm (Finset.mem_univ i), mul_zero]
  · intro hj
    exact absurd (Finset.mem_univ j) hj

/-- For `n ≥ 1` distinct occupations there is exactly one set of weights with
`∑ wᵢ E'(sᵢ) = E(1) - E(0)` for all energies of degree at most `n`; these are the Lagrange
weights and they sum to one. -/
theorem existsUnique_weights [Nonempty ι] (s : ι → ℝ) (hs : Function.Injective s) :
    (∃! w : ι → ℝ, ExactUpTo s w (Fintype.card ι)) ∧
      ∀ w : ι → ℝ, ExactUpTo s w (Fintype.card ι) →
        w = lagrangeWeight s ∧ ∑ i, w i = 1 := by
  refine ⟨⟨lagrangeWeight s, lagrangeWeight_exact s hs, fun w hw => weights_unique s w hs hw⟩,
    fun w hw => ⟨weights_unique s w hs hw, ?_⟩⟩
  simpa using moments s w _ 0 hw Fintype.card_pos

/-- For `n` distinct occupations and an energy of degree at most `n + 1`, the rule with Lagrange
weights misses `E(1) - E(0)` by `(n + 1)` times the coefficient of `fⁿ⁺¹` times the node integral.
-/
theorem leading_error (s : ι → ℝ) (hs : Function.Injective s) (E : ℝ[X])
    (hE : E.natDegree ≤ Fintype.card ι + 1) :
    energyChange E - rule s (lagrangeWeight s) E =
      ((Fintype.card ι : ℝ) + 1) * E.coeff (Fintype.card ι + 1) * nodeIntegral s := by
  have hN : (Lagrange.nodal Finset.univ s).natDegree = Fintype.card ι := by
    rw [Lagrange.natDegree_nodal, Finset.card_univ]
  have hlead : (Lagrange.nodal Finset.univ s).coeff (Fintype.card ι) = 1 := by
    rw [← hN]
    exact Lagrange.nodal_monic
  obtain ⟨c, hc⟩ : ∃ c : ℝ, c = E.coeff (Fintype.card ι + 1) * ((Fintype.card ι : ℝ) + 1) :=
    ⟨_, rfl⟩
  -- removing the top term of `E'` with the node polynomial lowers the degree below `n`
  have hq := lagrange_quadrature s hs (E.derivative - C c * Lagrange.nodal Finset.univ s)
    ((degree_lt_iff_coeff_zero _ _).2 fun m hm => by
      rw [coeff_sub, coeff_C_mul, coeff_derivative]
      rcases Nat.eq_or_lt_of_le hm with h | h
      · rw [← h, hlead, hc]
        ring
      · rw [coeff_eq_zero_of_natDegree_lt (p := E) (by omega),
          coeff_eq_zero_of_natDegree_lt (p := Lagrange.nodal Finset.univ s) (by omega)]
        ring)
  have h0 : ∀ i, (Lagrange.nodal Finset.univ s).eval (s i) = 0 := fun i =>
    Lagrange.eval_nodal_at_node (Finset.mem_univ i)
  simp only [eval_sub, eval_mul, eval_C, h0, mul_zero, sub_zero] at hq
  rw [intervalIntegral.integral_sub (E.derivative.continuous.intervalIntegrable _ _)
    (((Lagrange.nodal Finset.univ s).continuous.intervalIntegrable _ _).const_mul c),
    intervalIntegral.integral_const_mul] at hq
  simp only [Lagrange.eval_nodal] at hq
  rw [energyChange_eq_integral, rule, hq, nodeIntegral, hc]
  ring

/-- For `n` distinct occupations, weights exact up to degree `n + 1` exist if and only if
the node integral vanishes. -/
theorem exact_succ_iff (s : ι → ℝ) (hs : Function.Injective s) :
    (∃ w : ι → ℝ, ExactUpTo s w (Fintype.card ι + 1)) ↔ nodeIntegral s = 0 := by
  constructor
  · rintro ⟨w, hw⟩
    have hN : (Lagrange.nodal Finset.univ s).natDegree = Fintype.card ι := by
      rw [Lagrange.natDegree_nodal, Finset.card_univ]
    -- an energy whose derivative vanishes at every occupation
    obtain ⟨E, hE, hE'⟩ := exists_energy _ _ hN.le
    have h := hw E hE
    have h0 : ∀ i, (Lagrange.nodal Finset.univ s).eval (s i) = 0 := fun i =>
      Lagrange.eval_nodal_at_node (Finset.mem_univ i)
    rw [energyChange_eq_integral, rule, hE'] at h
    simp only [h0, mul_zero, Finset.sum_const_zero] at h
    simp only [Lagrange.eval_nodal] at h
    exact h.symm
  · intro h
    refine ⟨lagrangeWeight s, fun E hE => ?_⟩
    have herr := leading_error s hs E hE
    rw [h, mul_zero] at herr
    linarith

end

end GeneralisedTransitionState
```

```lean
#print axioms GeneralisedTransitionState.existsUnique_weights
-- 'GeneralisedTransitionState.existsUnique_weights' depends on axioms: [propext, Classical.choice, Quot.sound]
#print axioms GeneralisedTransitionState.exact_succ_iff
-- 'GeneralisedTransitionState.exact_succ_iff' depends on axioms: [propext, Classical.choice, Quot.sound]
```

### From the derivation to the lemmas

`energyChange_eq_integral` is the fundamental theorem of calculus, and `exists_energy` writes down the termwise antiderivative. `moments` applies exactness to `X ^ (k + 1)` and divides by k + 1. In `lagrange_quadrature`, `Lagrange.eq_interpolate` supplies P = Σ P(sᵢ) ℓᵢ, and the `calc` chain moves the constants and the sum inside the integral. `lagrangeWeight_exact` checks that the coefficients of E′ vanish from degree n upward. `weights_unique` takes E with E′ = ℓⱼ and collapses the sum by `Finset.sum_eq_single j`. `leading_error` applies the quadrature lemma to `E.derivative - C c * Lagrange.nodal Finset.univ s`, splitting the degree check into the coefficient of fⁿ, which cancels because N is monic, and the higher ones, which vanish. `exact_succ_iff` uses E′ = N forward and the error formula backward.

### Degree of E against degree of E′

A slip to avoid is attaching the interpolation bound n − 1 to E when it belongs to E′. Exactness only up to degree n − 1 in E loses uniqueness: for n = 1 it tests only constant E, where both sides are 0 for any weight.

### One and two occupations

These numbers are worked out by hand and are not stated in the Lean code. For n = 1 and s = 1/2, ℓ = 1, the weight is 1 and ∫₀¹ (f − 1/2) df = 0, so Slater's transition state is exact up to degree 2. For occupations 0 and 2/3 with weights a and b, the moments give a + b = 1 and 2b/3 = 1/2, so a = 1/4 and b = 3/4. Here ∫₀¹ f(f − 2/3) df = 1/3 − 1/3 = 0, and E = f³ indeed gives (3/4) · 3 · (4/9) = 1. For occupations 0 and 1 the weights are 1/2 each and ∫₀¹ N = −1/6. The energy f³ gives 3/2, an error of 1 − 3/2 = 3 · (−1/6).
